# Two representations with scalar commutant give a product with scalar commutant on the direct-product group

## Sorting the orbitals of a planar molecule

In a calculation on a planar molecule of symmetry $D_{3h}$, one can sort the symmetry-adapted basis functions in two steps: first by their sign under the horizontal mirror $\sigma_h$, then by their species under $C_{3v}$. With $z$ along the threefold axis, the pair $p_x, p_y$ on the central atom is even under $\sigma_h$ and belongs to $E$ of $C_{3v}$, so it is labelled $E'$. The pair $d_{xz}, d_{yz}$ is odd and also belongs to $E$, so it is labelled $E''$. Each pair is then treated as one species of $D_{3h} = C_{3v}\times C_s$ that does not split further.

That last step relies on a property of products. Call the set of matrices that commute with every matrix of a representation its commutant. The commutant is scalar if it contains only multiples of the identity. For a complex representation of a finite group in nonzero dimension, this is equivalent to irreducibility, by Schur's lemma in one direction and complete reducibility in the other.

In a finite, one-electron model with a single copy of a species, a symmetric Hamiltonian restricted to that species lies in the commutant. If the commutant is scalar, the Hamiltonian has one energy there, with a degeneracy equal to the dimension.

## The product representation and its commutant

Let $D_1$ be a representation of $G$ by complex matrices with indices $i,k$, and $D_2$ a representation of $H$ by complex matrices with indices $j,l$. The direct-product group $G\times H$ consists of pairs $(g,h)$, multiplied component by component. Its product representation is

$$(g,h)\mapsto D_1(g)\otimes D_2(h),\qquad
[D_1(g)\otimes D_2(h)]_{(i,j),(k,l)} = D_1(g)_{ik}\,D_2(h)_{jl}.$$

If $D_1$ and $D_2$ both have scalar commutant, so does the product. If both dimensions are nonzero, the converse holds as well.

**From the factors to the product.** Let $X$ commute with all matrices $D_1(g)\otimes D_2(h)$. Take $h=1$ first, so that $D_2(1)$ is the identity. The entry $(i,j),(k,l)$ of the commutation relation reads

$$\sum_r X_{(i,j),(r,l)}\,D_1(g)_{rk} = \sum_r D_1(g)_{ir}\,X_{(r,j),(k,l)} .$$

For fixed $j$ and $l$, let $X^{(jl)}$ be the block with entries $X^{(jl)}_{ik} = X_{(i,j),(k,l)}$. The equation says that $X^{(jl)}$ commutes with every $D_1(g)$. It is therefore a multiple of the identity, and the multiple may depend on $j$ and $l$:

$$X_{(i,j),(k,l)} = C_{jl}\,\delta_{ik},\qquad\text{that is,}\qquad X = 1\otimes C .$$

Now take $g=1$. The rule $(A\otimes B)(A'\otimes B') = AA'\otimes BB'$ gives

$$1\otimes C D_2(h) = 1\otimes D_2(h) C .$$

Comparing the entries $(i_0,j),(i_0,l)$ for one fixed index $i_0$ gives $CD_2(h) = D_2(h)C$ for every $h$. Hence $C = c\,1$ for some number $c$, and $X = c\,(1\otimes 1)$ is scalar.

**From the product to the factors.** Let $A$ commute with every $D_1(g)$. Then

$$(A\otimes 1)(D_1(g)\otimes D_2(h)) = AD_1(g)\otimes D_2(h) = D_1(g)A\otimes D_2(h) = (D_1(g)\otimes D_2(h))(A\otimes 1).$$

If the product has scalar commutant, $A\otimes 1 = c\,(1\otimes 1)$. Reading the entries $(i,j_0),(k,j_0)$ for one fixed $j_0$ gives $A_{ik} = c\,\delta_{ik}$. The argument for $D_2$ uses $1\otimes B$ in the same way.

**Dimension zero.** If $D_1$ has dimension zero, the product has dimension zero too, and its only matrix is trivially scalar. The forward direction survives. The converse fails, because the product then has scalar commutant whatever $D_2$ is.

## The same group used twice

The word "product" also names a different construction, and confusing the two gives wrong species. For a single group $G$ one can form $g\mapsto D(g)\otimes D(g)$, as one does for the states of two electrons in the same degenerate shell. Only the pairs $(g,g)$ occur there. The derivation above needs $(g,1)$ and $(1,h)$ separately, so it does not apply.

The conclusion fails as well. Let $P$ exchange the two factors, with $P_{(a,b),(c,d)} = \delta_{bc}\delta_{ad}$. Then

$$[P(D\otimes D)]_{(a,b),(c,d)} = D_{bc}D_{ad} = [(D\otimes D)P]_{(a,b),(c,d)},$$

so $P$ lies in the commutant. In dimension at least two there are indices $a\neq b$. The entry of $P$ at $(a,b),(b,a)$ is off the diagonal and equals 1, so $P$ is not scalar. In $C_{3v}$, for example, $E\otimes E$ splits into $A_1$, $A_2$ and $E$. In dimension one the square is again one-dimensional and has scalar commutant.

## The species E of C3v and its two products

Take two plane axes of equal length at 120 degrees. The threefold rotation and the mirror that exchanges the axes are

$$R=\begin{pmatrix}0&-1\\1&-1\end{pmatrix},\qquad M=\begin{pmatrix}0&1\\1&0\end{pmatrix}.$$

Let $A$ commute with both, with indices starting at 0. The $00$ entry of $AR=RA$ gives $A_{01}=-A_{10}$. The $00$ entry of $AM=MA$ gives $A_{01}=A_{10}$, and its $01$ entry gives $A_{00}=A_{11}$. Hence $A=A_{00}\,1$, and $E$ has scalar commutant. The oblique axes do no harm, since a change of basis carries scalar matrices to themselves.

The group $C_s$ has an even and an odd species, both of dimension one, and a $1\times1$ matrix is always scalar. The products $E\otimes\text{even}$ and $E\otimes\text{odd}$ therefore both have scalar commutant. They are $E'$ and $E''$.

They also do not mix. Suppose $S$ satisfies $S\,D_{\text{even}}(x) = D_{\text{odd}}(x)\,S$ for all $x$ in the product group, where $D_{\text{even}}$ and $D_{\text{odd}}$ are the two products. At $x=(1,\sigma_h)$ this reads $S=-S$, so $S=0$. In the one-electron model, the Hamiltonian block between an $E'$ pair and an $E''$ pair vanishes.

## How the Lean statements express this

A representation is a homomorphism `G →* Matrix m m ℂ`, which sends the group identity to the identity matrix and products to products. The finite index types `m` and `n` fix the dimensions. The groups are arbitrary: neither finiteness nor unitarity is assumed.

- `HasScalarCommutant D` says that every complex matrix commuting with all `D g` equals `c • 1` for some complex `c`. It is a condition on matrices and does not mention invariant subspaces.
- `outer D₁ D₂` is the product representation of `G × H`. Its rows and columns carry pairs in `m × n`, with the index of the first factor written first.
- `outer_hasScalarCommutant` is the forward direction, in every finite dimension. `outer_hasScalarCommutant_iff` is the equivalence, with `[Nonempty m] [Nonempty n]` for nonzero dimensions.
- `inner_square_not_hasScalarCommutant` composes `outer D D` with the map $g\mapsto(g,g)$. The assumption `[Nontrivial n]` means dimension at least two.
- `C3v` is the group of invertible matrices generated by `rotation` and `mirror`, and `speciesE` lets each element act by its own matrix. The group $C_s$ is `ℤˣ`, the signs $1$ and $-1$, with $-1$ standing for $\sigma_h$.

The group $D_{3h}$ thus appears as the abstract product `C3v × ℤˣ`, not as a set of operations in three-dimensional space. Whether every species of a direct-product group is such a product is a separate question that these theorems leave open.

## The complete Lean file

```lean
import Mathlib

open Matrix
open scoped Kronecker

namespace DirectProductSpecies

noncomputable section

variable {G H m n : Type*} [Group G] [Group H]
  [Fintype m] [DecidableEq m] [Fintype n] [DecidableEq n]

/-- Every matrix that commutes with all representing matrices is a multiple of the identity. -/
def HasScalarCommutant (D : G →* Matrix m m ℂ) : Prop :=
  ∀ A : Matrix m m ℂ, (∀ g, A * D g = D g * A) → ∃ c : ℂ, A = c • (1 : Matrix m m ℂ)

/-- The product representation of `G × H`, sending `(g, h)` to the Kronecker product of
`D₁ g` and `D₂ h`. -/
def outer (D₁ : G →* Matrix m m ℂ) (D₂ : H →* Matrix n n ℂ) :
    G × H →* Matrix (m × n) (m × n) ℂ where
  toFun x := D₁ x.1 ⊗ₖ D₂ x.2
  map_one' := by simp
  map_mul' x y := by simp [Matrix.mul_kronecker_mul]

theorem outer_apply (D₁ : G →* Matrix m m ℂ) (D₂ : H →* Matrix n n ℂ) (x : G × H) :
    outer D₁ D₂ x = D₁ x.1 ⊗ₖ D₂ x.2 := rfl

/-- If two representations have scalar commutant, so does their product representation
of the direct-product group. -/
theorem outer_hasScalarCommutant {D₁ : G →* Matrix m m ℂ} {D₂ : H →* Matrix n n ℂ}
    (h₁ : HasScalarCommutant D₁) (h₂ : HasScalarCommutant D₂) :
    HasScalarCommutant (outer D₁ D₂) := by
  intro X hX
  rcases isEmpty_or_nonempty m with hm | ⟨⟨i₀⟩⟩
  · exact ⟨0, by ext p q; exact (hm.false p.1).elim⟩
  -- elements (g, 1): each block of X commutes with D₁, hence is scalar
  have block : ∀ j l, ∃ c : ℂ,
      (Matrix.of fun i k => X (i, j) (k, l)) = c • (1 : Matrix m m ℂ) := by
    intro j l
    refine h₁ _ fun g => ?_
    ext i k
    have h := congrFun (congrFun (hX (g, 1)) (i, j)) (k, l)
    simpa [outer_apply, Matrix.mul_apply, Fintype.sum_prod_type, Matrix.one_apply] using h
  choose C hC using block
  have hXC : X = (1 : Matrix m m ℂ) ⊗ₖ (Matrix.of C) := by
    ext ⟨i, j⟩ ⟨k, l⟩
    have h := congrFun (congrFun (hC j l) i) k
    simpa [Matrix.one_apply] using h
  -- elements (1, h): the remaining factor commutes with D₂
  obtain ⟨c, hc⟩ := h₂ (Matrix.of C) fun h => by
    have e := hX (1, h)
    simp only [hXC, outer_apply, map_one, ← Matrix.mul_kronecker_mul, one_mul] at e
    ext j l
    have e' := congrFun (congrFun e (i₀, j)) (i₀, l)
    simpa only [Matrix.kroneckerMap_apply, Matrix.one_apply_eq, one_mul] using e'
  exact ⟨c, by rw [hXC, hc, Matrix.kronecker_smul, Matrix.one_kronecker_one]⟩

/-- For representations of nonzero dimension, the product representation has scalar commutant
exactly when both factors do. -/
theorem outer_hasScalarCommutant_iff [Nonempty m] [Nonempty n]
    (D₁ : G →* Matrix m m ℂ) (D₂ : H →* Matrix n n ℂ) :
    HasScalarCommutant (outer D₁ D₂) ↔ HasScalarCommutant D₁ ∧ HasScalarCommutant D₂ := by
  refine ⟨fun h => ⟨fun A hA => ?_, fun B hB => ?_⟩,
    fun h => outer_hasScalarCommutant h.1 h.2⟩
  · -- A ⊗ 1 commutes with the product representation
    obtain ⟨c, hc⟩ := h (A ⊗ₖ (1 : Matrix n n ℂ)) fun x => by
      simp only [outer_apply, ← Matrix.mul_kronecker_mul, hA x.1, one_mul, mul_one]
    refine ⟨c, ?_⟩
    ext i k
    let j₀ : n := Classical.arbitrary n
    have e := congrFun (congrFun hc (i, j₀)) (k, j₀)
    simpa [Matrix.one_apply] using e
  · -- 1 ⊗ B commutes with the product representation
    obtain ⟨c, hc⟩ := h ((1 : Matrix m m ℂ) ⊗ₖ B) fun x => by
      simp only [outer_apply, ← Matrix.mul_kronecker_mul, hB x.2, one_mul, mul_one]
    refine ⟨c, ?_⟩
    ext j l
    let i₀ : m := Classical.arbitrary m
    have e := congrFun (congrFun hc (i₀, j)) (i₀, l)
    simpa [Matrix.one_apply] using e

/-- Over a single group, the product of a representation of dimension at least two with itself
does not have scalar commutant. -/
theorem inner_square_not_hasScalarCommutant [Nontrivial n] (D : G →* Matrix n n ℂ) :
    ¬ HasScalarCommutant
      ((outer D D).comp ((MonoidHom.id G).prod (MonoidHom.id G))) := by
  intro h
  -- the exchange of the two factors commutes with every D g ⊗ D g
  obtain ⟨c, hc⟩ := h (Matrix.of fun p q => if p.swap = q then 1 else 0) fun g => by
    change _ * (D g ⊗ₖ D g) = (D g ⊗ₖ D g) * _
    ext p q
    have hs : ∀ r : n × n, r.swap = q ↔ r = q.swap := by
      intro r
      constructor
      · rintro rfl
        simp
      · rintro rfl
        simp
    simp [Matrix.mul_apply, hs, mul_comm]
  obtain ⟨a, b, hab⟩ := exists_pair_ne n
  have e := congrFun (congrFun hc (a, b)) (b, a)
  simp [hab] at e

/-- The threefold rotation of the plane, in oblique axes at 120 degrees. -/
def rotation : (Matrix (Fin 2) (Fin 2) ℂ)ˣ where
  val := !![0, -1; 1, -1]
  inv := !![-1, 1; -1, 0]
  val_inv := by rw [Matrix.mul_fin_two, Matrix.one_fin_two]; norm_num
  inv_val := by rw [Matrix.mul_fin_two, Matrix.one_fin_two]; norm_num

/-- The mirror that exchanges the two oblique axes. -/
def mirror : (Matrix (Fin 2) (Fin 2) ℂ)ˣ where
  val := !![0, 1; 1, 0]
  inv := !![0, 1; 1, 0]
  val_inv := by rw [Matrix.mul_fin_two, Matrix.one_fin_two]; norm_num
  inv_val := by rw [Matrix.mul_fin_two, Matrix.one_fin_two]; norm_num

/-- The point group C3v, generated by the threefold rotation and the mirror. -/
def C3v : Subgroup (Matrix (Fin 2) (Fin 2) ℂ)ˣ := Subgroup.closure {rotation, mirror}

/-- The two-dimensional species E of C3v: each operation acts by its own matrix. -/
def speciesE : C3v →* Matrix (Fin 2) (Fin 2) ℂ := (Units.coeHom _).comp C3v.subtype

/-- The odd species of Cs, with the group modelled by the signs `1` and `-1`. -/
def csOdd : ℤˣ →* Matrix (Fin 1) (Fin 1) ℂ where
  toFun u := ((u : ℤ) : ℂ) • 1
  map_one' := by simp
  map_mul' u v := by
    ext i j
    fin_cases i
    fin_cases j
    simp [Matrix.mul_apply]

/-- The species E of C3v has scalar commutant. -/
theorem speciesE_hasScalarCommutant : HasScalarCommutant speciesE := by
  intro A hA
  have h₁ := hA ⟨rotation, Subgroup.subset_closure (by simp)⟩
  have h₂ := hA ⟨mirror, Subgroup.subset_closure (by simp)⟩
  change A * !![0, -1; 1, -1] = !![0, -1; 1, -1] * A at h₁
  change A * !![0, 1; 1, 0] = !![0, 1; 1, 0] * A at h₂
  have e₁ := congrFun (congrFun h₁ 0) 0
  have e₂ := congrFun (congrFun h₂ 0) 0
  have e₃ := congrFun (congrFun h₂ 0) 1
  simp [Matrix.mul_apply, Fin.sum_univ_two] at e₁ e₂ e₃
  have a01 : A 0 1 = 0 := by linear_combination (e₁ + e₂) / 2
  have a10 : A 1 0 = 0 := by linear_combination (e₁ - e₂) / 2
  refine ⟨A 0 0, ?_⟩
  ext i j
  fin_cases i <;> fin_cases j <;> simp [a01, a10, e₃]

/-- The products of the species E of C3v with the even and with the odd species of Cs
both have scalar commutant. -/
theorem outer_hasScalarCommutant_witness :
    HasScalarCommutant (outer speciesE (1 : ℤˣ →* Matrix (Fin 1) (Fin 1) ℂ)) ∧
      HasScalarCommutant (outer speciesE csOdd) := by
  have one_dim : ∀ D : ℤˣ →* Matrix (Fin 1) (Fin 1) ℂ, HasScalarCommutant D := by
    intro D A _
    refine ⟨A 0 0, ?_⟩
    ext i j
    fin_cases i
    fin_cases j
    simp
  exact ⟨outer_hasScalarCommutant speciesE_hasScalarCommutant (one_dim _),
    outer_hasScalarCommutant speciesE_hasScalarCommutant (one_dim _)⟩

/-- Only the zero matrix intertwines the even and the odd product species built from E. -/
theorem even_odd_intertwiner_eq_zero (S : Matrix (Fin 2 × Fin 1) (Fin 2 × Fin 1) ℂ)
    (hS : ∀ x, S * outer speciesE (1 : ℤˣ →* Matrix (Fin 1) (Fin 1) ℂ) x
      = outer speciesE csOdd x * S) : S = 0 := by
  -- the horizontal mirror acts as +1 on one side and as -1 on the other
  have hodd : csOdd (-1) = (-1 : ℂ) • (1 : Matrix (Fin 1) (Fin 1) ℂ) := by simp [csOdd]
  have h := hS (1, -1)
  simp only [outer_apply, map_one, MonoidHom.one_apply, hodd, Matrix.kronecker_smul,
    Matrix.one_kronecker_one, mul_one, smul_mul_assoc, one_mul] at h
  ext p q
  have e := congrFun (congrFun h p) q
  simp only [Matrix.smul_apply, smul_eq_mul] at e
  change S p q = 0
  linear_combination e / 2

end

end DirectProductSpecies
```

```lean
#print axioms DirectProductSpecies.outer_hasScalarCommutant
#print axioms DirectProductSpecies.outer_hasScalarCommutant_iff
#print axioms DirectProductSpecies.inner_square_not_hasScalarCommutant
#print axioms DirectProductSpecies.even_odd_intertwiner_eq_zero
```

```
'DirectProductSpecies.outer_hasScalarCommutant' depends on axioms: [propext, Classical.choice, Quot.sound]
'DirectProductSpecies.outer_hasScalarCommutant_iff' depends on axioms: [propext, Classical.choice, Quot.sound]
'DirectProductSpecies.inner_square_not_hasScalarCommutant' depends on axioms: [propext, Classical.choice, Quot.sound]
'DirectProductSpecies.even_odd_intertwiner_eq_zero' depends on axioms: [propext, Classical.choice, Quot.sound]
```

## How the proofs follow the derivation

**The forward direction.** The proof of `outer_hasScalarCommutant` first deals with an empty `m`, where any number serves as the multiple. Otherwise it keeps an index `i₀` for later. The step `block` evaluates the commutation relation at `(g, 1)` and takes the entry `(i, j)`, `(k, l)`. The simplifier expands the matrix products into sums over pairs and removes the sum that contains the identity matrix. What remains is the commutation of the block $X^{(jl)}$ with $D_1(g)$, and `h₁` makes the block scalar.

The command `choose C hC` collects the multiples, one for each `j` and `l`, into the function $C_{jl}$. The equation `hXC` is then $X=1\otimes C$. At `(1, h)` the proof applies `Matrix.mul_kronecker_mul`, the multiplication rule for Kronecker products, and reads the entries at `i₀` to obtain the commutation of $C$ with $D_2(h)$. The hypothesis `h₂` supplies the final number `c`.

**The equivalence.** `outer_hasScalarCommutant_iff` uses the forward theorem for one implication. For the other it inserts $A\otimes1$ and $1\otimes B$ into the hypothesis on the product. The indices `j₀` and `i₀` pick out the entries from which $A$ and $B$ are recovered, and this is where the nonzero dimensions enter.

**The exchange matrix.** In `inner_square_not_hasScalarCommutant`, $P$ is the matrix with entry 1 where `p.swap = q`. The auxiliary statement `hs` moves the swap from one index pair to the other, which lets the simplifier evaluate the sum in $(D\otimes D)P$. The two sides then differ only in the order of two complex factors. The entry at `(a, b)`, `(b, a)` finally gives the contradiction $1=0$.

**The point-group example.** `speciesE_hasScalarCommutant` uses only the two generators. The equations `e₁`, `e₂` and `e₃` are the three entry equations found by hand, and `linear_combination` adds and subtracts the first two to show that the off-diagonal entries vanish. In `outer_hasScalarCommutant_witness`, the local statement `one_dim` covers both species of $C_s$, and the forward theorem does the rest.

`even_odd_intertwiner_eq_zero` evaluates its hypothesis at `(1, -1)`. There the even product is the identity and the odd product is minus the identity, so each entry of $S$ equals its own negative. Halving that equation gives $S=0$.
